# Cubic symmetry allows a spin-3/2 quartet exactly two independent Zeeman couplings

The basis states are ordered $m=\tfrac32,\tfrac12,-\tfrac12,-\tfrac32$, with $\hbar=1$. Matrix indices run from 0 to 3, and the components $x,y,z$, taken along the fourfold axes of the cube, are numbered 0, 1, 2. An operator on the quartet is a complex $4\times4$ matrix, of type `Op`.

```lean
import Mathlib

open Matrix
open Complex (I)

namespace CubicQuartetZeeman

noncomputable section

/-- Operators on the four states of a spin-3/2 quartet. -/
abbrev Op := Matrix (Fin 4) (Fin 4) ℂ
```

Write $r$ for `r3`, the real square root of three regarded as a complex number. The spin matrices, and the vector `J` that collects them, are explicit.

```lean
/-- The square root of three, as a complex number. -/
def r3 : ℂ := ((Real.sqrt 3 : ℝ) : ℂ)

/-- The spin-3/2 matrix Jx in the basis m = 3/2, 1/2, -1/2, -3/2. -/
def Jx : Op := !![0, r3/2, 0, 0; r3/2, 0, 1, 0; 0, 1, 0, r3/2; 0, 0, r3/2, 0]

/-- The spin-3/2 matrix Jy in the same basis. -/
def Jy : Op :=
  !![0, -I*r3/2, 0, 0; I*r3/2, 0, -I, 0; 0, I, 0, -I*r3/2; 0, 0, I*r3/2, 0]

/-- The spin-3/2 matrix Jz in the same basis. -/
def Jz : Op := !![3/2, 0, 0, 0; 0, 1/2, 0, 0; 0, 0, -1/2, 0; 0, 0, 0, -3/2]

/-- The spin vector (Jx, Jy, Jz). -/
def J : Fin 3 → Op := ![Jx, Jy, Jz]
```

A cubic operation is an invertible $U$ that sends each $J_a$ to $\pm J_b$. This is how a rotation of the cube permutes and reverses the axes, as seen by the spin. Cubic symmetry here means symmetry under all rotations of the cube, quarter turns included. `Opˣ` is the type of invertible matrices; unitarity is not required.

```lean
/-- A cubic operation: an invertible U that conjugates each spin component to plus or minus
some spin component. -/
def IsCubic (U : Opˣ) : Prop :=
  ∀ a, ∃ b, ∃ s : ℂ, (s = 1 ∨ s = -1) ∧ (U : Op) * J a * (↑U⁻¹ : Op) = s • J b
```

An axial vector is a triple $K=(K_0,K_1,K_2)$ that follows the spin: for every cubic operation $U$, whenever $UJ_aU^{-1}=sJ_b$ with $s=\pm1$, also $UK_aU^{-1}=sK_b$. This is the symmetry condition on a magnetic moment.

```lean
/-- A triple of operators that every cubic operation relabels, signs included, exactly as it
relabels the spin components. -/
def IsAxialVector (K : Fin 3 → Op) : Prop :=
  ∀ U : Opˣ, IsCubic U → ∀ a b, ∀ s : ℂ, (s = 1 ∨ s = -1) →
    (U : Op) * J a * (↑U⁻¹ : Op) = s • J b → (U : Op) * K a * (↑U⁻¹ : Op) = s • K b
```

The candidate moment has a coupling $g$ to the spin components and a coupling $q$ to their cubes; "linear" and "cubic" coupling refer to these powers of the spin, not of the field. The Zeeman operator is $\sum_a B_aK_a$, with the Bohr magneton and the overall sign absorbed into the couplings.

```lean
/-- The magnetic moment with a linear coupling g and a cubic coupling q. -/
def moment (g q : ℂ) : Fin 3 → Op := fun a => g • J a + q • J a ^ 3

/-- The Zeeman operator of a moment K in a field B. -/
def zeeman (K : Fin 3 → Op) (B : Fin 3 → ℂ) : Op := ∑ a, B a • K a
```

Fields and couplings may be complex, which includes the physical real case. The model is one isolated quartet, to first order in the field, with no mixing into other levels.

## (a) The square of $r$

Show that $r^2=3$.

**Solution.** Since $3\ge0$, the real square root satisfies $(\sqrt3)^2=3$, and the embedding into the complex numbers preserves powers.

```lean
/-- The number `r3` squares to three. -/
theorem r3_sq : r3 ^ 2 = 3 := by
  unfold r3
  rw [← Complex.ofReal_pow, Real.sq_sqrt (by norm_num)]
  norm_num
```

## Matrices for three rotations

The next parts use a quarter turn about $z$, a half turn about $x$ and a third of a turn about the body diagonal. Each is given with its inverse. The first two are unitary; the third becomes unitary after division by $2\sqrt2$, a factor that cancels in conjugation.

```lean
/-- A quarter turn about z, up to a phase. -/
def quarterTurn : Opˣ where
  val := !![1, 0, 0, 0; 0, I, 0, 0; 0, 0, -1, 0; 0, 0, 0, -I]
  inv := !![1, 0, 0, 0; 0, -I, 0, 0; 0, 0, -1, 0; 0, 0, 0, I]
  val_inv := by
    ext i j
    fin_cases i <;> fin_cases j <;> simp [Matrix.mul_apply, Fin.sum_univ_four]
  inv_val := by
    ext i j
    fin_cases i <;> fin_cases j <;> simp [Matrix.mul_apply, Fin.sum_univ_four]

/-- A half turn about x, up to a phase. -/
def halfTurn : Opˣ where
  val := !![0, 0, 0, 1; 0, 0, 1, 0; 0, 1, 0, 0; 1, 0, 0, 0]
  inv := !![0, 0, 0, 1; 0, 0, 1, 0; 0, 1, 0, 0; 1, 0, 0, 0]
  val_inv := by
    ext i j
    fin_cases i <;> fin_cases j <;> simp [Matrix.mul_apply, Fin.sum_univ_four]
  inv_val := by
    ext i j
    fin_cases i <;> fin_cases j <;> simp [Matrix.mul_apply, Fin.sum_univ_four]

/-- A third of a turn about the body diagonal, up to a scalar factor. -/
def thirdTurn : Opˣ where
  val := !![1, -I*r3, -r3, I; r3, -I, 1, -I*r3; r3, I, 1, I*r3; 1, I*r3, -r3, -I]
  inv := !![1/8, r3/8, r3/8, 1/8; I*r3/8, I/8, -I/8, -I*r3/8;
    -r3/8, 1/8, 1/8, -r3/8; -I/8, I*r3/8, -I*r3/8, I/8]
  val_inv := by
    have h3 := r3_sq
    have hI := Complex.I_sq
    ext i j
    fin_cases i <;> fin_cases j <;> simp [Matrix.mul_apply, Fin.sum_univ_four] <;> grind
  inv_val := by
    have h3 := r3_sq
    have hI := Complex.I_sq
    ext i j
    fin_cases i <;> fin_cases j <;> simp [Matrix.mul_apply, Fin.sum_univ_four] <;> grind
```

## (b) The quarter turn

Show that conjugation by `quarterTurn` gives $J_0\to J_1$, $J_1\to-J_0$, $J_2\to J_2$.

**Solution.** The matrix is $\mathrm{diag}(i^k)$, so entry $(k,l)$ is multiplied by $i^{k-l}$: by $-i$ just above the diagonal and by $i$ just below. This turns $J_0$ into $J_1$ and $J_1$ into $-J_0$. The diagonal $J_2$ is unchanged.

Lean first rewrites $UAU^{-1}=C$ as $UA=CU$, then compares all sixteen entries. It does the same in (c) and (d).

```lean
/-- The quarter turn about z sends Jx to Jy, Jy to -Jx and Jz to itself. -/
theorem quarterTurn_action :
    (quarterTurn : Op) * J 0 * (↑quarterTurn⁻¹ : Op) = J 1 ∧
    (quarterTurn : Op) * J 1 * (↑quarterTurn⁻¹ : Op) = -J 0 ∧
    (quarterTurn : Op) * J 2 * (↑quarterTurn⁻¹ : Op) = J 2 := by
  have hI := Complex.I_sq
  refine ⟨?_, ?_, ?_⟩ <;> rw [Units.mul_inv_eq_iff_eq_mul] <;> ext i j <;>
    fin_cases i <;> fin_cases j <;>
    simp [quarterTurn, J, Jx, Jy, Jz, Matrix.mul_apply, Fin.sum_univ_four] <;> grind
```

## (c) The half turn

Show that `halfTurn` gives $J_0\to J_0$, $J_1\to-J_1$, $J_2\to-J_2$.

**Solution.** The matrix reverses the basis, so entry $(k,l)$ becomes entry $(3-k,3-l)$. That leaves $J_0$ alone, exchanges each nonzero entry of $J_1$ above the diagonal with one of opposite sign below it, and reverses the order of the diagonal of $J_2$, which changes its sign.

```lean
/-- The half turn about x keeps Jx and reverses Jy and Jz. -/
theorem halfTurn_action :
    (halfTurn : Op) * J 0 * (↑halfTurn⁻¹ : Op) = J 0 ∧
    (halfTurn : Op) * J 1 * (↑halfTurn⁻¹ : Op) = -J 1 ∧
    (halfTurn : Op) * J 2 * (↑halfTurn⁻¹ : Op) = -J 2 := by
  refine ⟨?_, ?_, ?_⟩ <;> rw [Units.mul_inv_eq_iff_eq_mul] <;> ext i j <;>
    fin_cases i <;> fin_cases j <;>
    simp [halfTurn, J, Jx, Jy, Jz, Matrix.mul_apply, Fin.sum_univ_four] <;> grind
```

## (d) The threefold turn

Show that `thirdTurn` gives $J_0\to J_1\to J_2\to J_0$.

**Solution.** Let $u_0,\dots,u_3$ be the columns of $U$. Multiplication gives $J_0u_k=(\tfrac32-k)u_k$, which is $UJ_2=J_0U$. It also gives

$$J_1u_0=\tfrac r2u_1,\quad J_1u_1=\tfrac r2u_0+u_2,\quad J_1u_2=u_1+\tfrac r2u_3,\quad J_1u_3=\tfrac r2u_2,$$

which is $UJ_0=J_1U$. Conjugating $iJ_1=[J_2,J_0]$ then yields $i\,UJ_1U^{-1}=[J_0,J_1]=iJ_2$. Lean checks this last relation by entries as well.

```lean
/-- The threefold turn permutes the spin components cyclically: x to y, y to z, z to x. -/
theorem thirdTurn_action :
    (thirdTurn : Op) * J 0 * (↑thirdTurn⁻¹ : Op) = J 1 ∧
    (thirdTurn : Op) * J 1 * (↑thirdTurn⁻¹ : Op) = J 2 ∧
    (thirdTurn : Op) * J 2 * (↑thirdTurn⁻¹ : Op) = J 0 := by
  have h3 := r3_sq
  have hI := Complex.I_sq
  refine ⟨?_, ?_, ?_⟩ <;> rw [Units.mul_inv_eq_iff_eq_mul] <;> ext i j <;>
    fin_cases i <;> fin_cases j <;>
    simp [thirdTurn, J, Jx, Jy, Jz, Matrix.mul_apply, Fin.sum_univ_four] <;> grind
```

## (e) The cubes

Compute the three cubes. The nonzero entries on and above the diagonal are to be

$$\begin{aligned}
J_0^3:&\quad (0,1)=(2,3)=\tfrac{7r}8,\quad (1,2)=\tfrac52,\quad (0,3)=\tfrac34,\\
J_1^3:&\quad (0,1)=(2,3)=-\tfrac{7ir}8,\quad (1,2)=-\tfrac{5i}2,\quad (0,3)=\tfrac{3i}4,\\
J_2^3:&\quad \mathrm{diag}\left(\tfrac{27}8,\tfrac18,-\tfrac18,-\tfrac{27}8\right).
\end{aligned}$$

**Solution.** The first two rows of $J_0^2$ are $(\tfrac34,0,\tfrac r2,0)$ and $(0,\tfrac74,0,\tfrac r2)$; reversing the basis gives the other two. Row 0 of $J_0^3$ is $\tfrac r2$ times row 1 of $J_0^2$, namely $(0,\tfrac{7r}8,0,\tfrac34)$. Row 1 is $\tfrac r2$ times row 0 plus row 2, namely $(\tfrac{7r}8,0,\tfrac52,0)$. Reversal again supplies the rest. By (b), multiplying entry $(k,l)$ by $i^{k-l}$ gives $J_1^3$. The cube of $J_2$ is immediate, and all three cubes are Hermitian.

```lean
/-- The cubes of the three spin-3/2 matrices, written out. -/
theorem J_cube :
    Jx ^ 3 = !![0, 7*r3/8, 0, 3/4; 7*r3/8, 0, 5/2, 0; 0, 5/2, 0, 7*r3/8; 3/4, 0, 7*r3/8, 0] ∧
    Jy ^ 3 = !![0, -7*I*r3/8, 0, 3*I/4; 7*I*r3/8, 0, -5*I/2, 0;
      0, 5*I/2, 0, -7*I*r3/8; -3*I/4, 0, 7*I*r3/8, 0] ∧
    Jz ^ 3 = !![27/8, 0, 0, 0; 0, 1/8, 0, 0; 0, 0, -1/8, 0; 0, 0, 0, -27/8] := by
  have h3 := r3_sq
  have hI := Complex.I_sq
  refine ⟨?_, ?_, ?_⟩ <;> rw [pow_three] <;> ext i j <;> fin_cases i <;> fin_cases j <;>
    simp [Jx, Jy, Jz, Matrix.mul_apply, Fin.sum_univ_four] <;> grind
```

## (f) Both couplings respect the symmetry

Show that $K_a=gJ_a+qJ_a^3$ is an axial vector for all $g,q$.

**Solution.** If $UJ_aU^{-1}=sJ_b$, then

$$UJ_a^3U^{-1}=(UJ_aU^{-1})^3=s^3J_b^3=sJ_b^3,$$

because $s=\pm1$. Now combine linearly. In Lean, `Units.conj_pow` is the first equality.

```lean
/-- Every moment g J + q J³ transforms under cubic operations as the spin does. -/
theorem moment_isAxialVector (g q : ℂ) : IsAxialVector (moment g q) := by
  intro U _ a b s hs h
  -- conjugation respects powers, and a sign equals its own cube
  have hc : (U : Op) * J a ^ 3 * (↑U⁻¹ : Op) = s • J b ^ 3 := by
    rw [← Units.conj_pow, h, smul_pow]
    rcases hs with rfl | rfl <;> norm_num
  simp only [moment, mul_add, add_mul, mul_smul_comm, smul_mul_assoc, h, hc]
  module
```

## (g) Rotating the field

Let $UJ_aU^{-1}=s_aJ_{\sigma(a)}$ for a permutation $\sigma$ and signs $s_a$. For an axial vector $K$, show that

$$U\Big(\sum_a s_aB_{\sigma(a)}K_a\Big)U^{-1}=\sum_bB_bK_b.$$

**Solution.** The left side is $\sum_a s_a^2B_{\sigma(a)}K_{\sigma(a)}$. Use $s_a^2=1$ and relabel $b=\sigma(a)$, which is `Equiv.sum_comp`.

```lean
/-- If U sends each J_a to s_a J_σ(a) with signs s_a, it carries the Zeeman operator of an axial
vector in the field with components s_a B_σ(a) to the one in the field B. -/
theorem zeeman_covariant {K : Fin 3 → Op} (hK : IsAxialVector K) (U : Opˣ)
    (σ : Equiv.Perm (Fin 3)) (s : Fin 3 → ℂ) (hs : ∀ a, s a = 1 ∨ s a = -1)
    (h : ∀ a, (U : Op) * J a * (↑U⁻¹ : Op) = s a • J (σ a)) (B : Fin 3 → ℂ) :
    (U : Op) * zeeman K (fun a => s a * B (σ a)) * (↑U⁻¹ : Op) = zeeman K B := by
  have hU : IsCubic U := fun a => ⟨σ a, s a, hs a, h a⟩
  unfold zeeman
  rw [← Equiv.sum_comp σ (fun b => B b • K b), Finset.mul_sum, Finset.sum_mul]
  refine Finset.sum_congr rfl fun a _ => ?_
  rw [mul_smul_comm, smul_mul_assoc, hK U hU a (σ a) (s a) (hs a) (h a)]
  rcases hs a with e | e <;> simp [e]
```

## (h) Independence in every nonzero field

For $B\ne0$, show that

$$g\sum_aB_aJ_a+q\sum_aB_aJ_a^3=0\quad\Longrightarrow\quad g=q=0.$$

**Solution.** Entries $(0,0)$ and $(1,1)$ give $B_2(\tfrac32g+\tfrac{27}8q)=0$ and $B_2(\tfrac12g+\tfrac18q)=0$. If $B_2\ne0$, subtracting three times the second from the first gives $3q=0$, and then $g=0$.

If $B_2=0$, entries $(0,3)$ and $(3,0)$ give $\tfrac34q(B_0\pm iB_1)=0$, so $qB_0=qB_1=0$. Entries $(1,2)$ and $(2,1)$ give $(g+\tfrac52q)(B_0\mp iB_1)=0$, so $gB_0=gB_1=0$ too. One of $B_0,B_1$ is nonzero, hence $g=q=0$. The Lean proof makes the same case split.

```lean
/-- In every nonzero field the linear and the cubic Zeeman operators are linearly independent. -/
theorem zeeman_independent (B : Fin 3 → ℂ) (hB : B ≠ 0) :
    LinearIndependent ℂ ![zeeman J B, zeeman (fun a => J a ^ 3) B] := by
  rw [LinearIndependent.pair_iff]
  intro g q h
  simp only [zeeman, Fin.sum_univ_three] at h
  change g • (B 0 • Jx + B 1 • Jy + B 2 • Jz)
    + q • (B 0 • Jx ^ 3 + B 1 • Jy ^ 3 + B 2 • Jz ^ 3) = 0 at h
  rw [J_cube.1, J_cube.2.1, J_cube.2.2] at h
  have h00 := congrFun (congrFun h 0) 0
  have h11 := congrFun (congrFun h 1) 1
  have h03 := congrFun (congrFun h 0) 3
  have h30 := congrFun (congrFun h 3) 0
  have h12 := congrFun (congrFun h 1) 2
  have h21 := congrFun (congrFun h 2) 1
  simp [Jx, Jy, Jz, -mul_eq_zero] at h00 h11 h03 h30 h12 h21
  have hI := Complex.I_sq
  by_cases hz : B 2 = 0
  · -- transverse field: the entries with Δm = ±3 see only the cubic coupling
    have q0 : q * B 0 = 0 := by grind
    have q1 : q * B 1 = 0 := by grind
    have g0 : g * B 0 = 0 := by grind
    have g1 : g * B 1 = 0 := by grind
    by_cases hx : B 0 = 0
    · have hy : B 1 ≠ 0 := by
        intro hy
        apply hB
        ext a
        fin_cases a <;> simp [hx, hy, hz]
      exact ⟨(mul_eq_zero.1 g1).resolve_right hy, (mul_eq_zero.1 q1).resolve_right hy⟩
    · exact ⟨(mul_eq_zero.1 g0).resolve_right hx, (mul_eq_zero.1 q0).resolve_right hx⟩
  · -- a field component along z: two diagonal entries suffice
    have g2 : g * B 2 = 0 := by grind
    have q2 : q * B 2 = 0 := by grind
    exact ⟨(mul_eq_zero.1 g2).resolve_right hz, (mul_eq_zero.1 q2).resolve_right hz⟩
```

## (i) All axial vectors

Show that $K$ is an axial vector if and only if there is exactly one pair $(g,q)$ with

$$K_a=gJ_a+qJ_a^3\quad\text{for all }a.$$

**Solution.** Part (f) gives one direction. For the other, the quarter turn fixes $K_2$, so $(i^k-i^l)(K_2)_{kl}=0$ and $K_2$ is diagonal. The half turn reverses it, so its diagonal is $(\alpha,\beta,-\beta,-\alpha)$. Matching $\alpha=\tfrac32g+\tfrac{27}8q$ and $\beta=\tfrac12g+\tfrac18q$ gives the single solution

$$g=\frac{27\beta-\alpha}{12},\qquad q=\frac{\alpha-3\beta}{3}.$$

The threefold turn carries $K_2$ to $K_0$ and $K_0$ to $K_1$. By (f) it carries $gJ_a+qJ_a^3$ along the same path, so the couplings agree in all components; this is `step` in the proof.

```lean
/-- A triple of operators on the quartet is an axial vector of the cubic group exactly when it
is g J + q J³ for one and only one pair of couplings (g, q). -/
theorem isAxialVector_iff (K : Fin 3 → Op) :
    IsAxialVector K ↔ ∃! p : ℂ × ℂ, K = moment p.1 p.2 := by
  constructor
  · intro hK
    obtain ⟨a0, a1, a2⟩ := quarterTurn_action
    obtain ⟨b0, b1, b2⟩ := halfTurn_action
    obtain ⟨c0, c1, c2⟩ := thirdTurn_action
    have pos : ∀ {A B : Op}, A = B → A = (1 : ℂ) • B := fun h => by rw [one_smul, h]
    have neg : ∀ {A B : Op}, A = -B → A = (-1 : ℂ) • B := fun h => by
      rw [neg_smul, one_smul, h]
    have hq : IsCubic quarterTurn := fun a => match a with
      | 0 => ⟨1, 1, Or.inl rfl, pos a0⟩
      | 1 => ⟨0, -1, Or.inr rfl, neg a1⟩
      | 2 => ⟨2, 1, Or.inl rfl, pos a2⟩
    have hh : IsCubic halfTurn := fun a => match a with
      | 0 => ⟨0, 1, Or.inl rfl, pos b0⟩
      | 1 => ⟨1, -1, Or.inr rfl, neg b1⟩
      | 2 => ⟨2, -1, Or.inr rfl, neg b2⟩
    have ht : IsCubic thirdTurn := fun a => match a with
      | 0 => ⟨1, 1, Or.inl rfl, pos c0⟩
      | 1 => ⟨2, 1, Or.inl rfl, pos c1⟩
      | 2 => ⟨0, 1, Or.inl rfl, pos c2⟩
    -- the turns about z and x leave two free numbers in the z component
    obtain ⟨g, q, hz⟩ : ∃ g q, K 2 = moment g q 2 := by
      have hd := hK _ hq 2 2 1 (Or.inl rfl) (pos a2)
      have hf := hK _ hh 2 2 (-1) (Or.inr rfl) (neg b2)
      rw [one_smul, Units.mul_inv_eq_iff_eq_mul] at hd
      rw [neg_smul, one_smul, Units.mul_inv_eq_iff_eq_mul] at hf
      have f0 : K 2 3 3 = -K 2 0 0 := by
        have e := congrFun (congrFun hf 0) 3
        simpa [halfTurn, Matrix.mul_apply, Fin.sum_univ_four] using e
      have f1 : K 2 2 2 = -K 2 1 1 := by
        have e := congrFun (congrFun hf 1) 2
        simpa [halfTurn, Matrix.mul_apply, Fin.sum_univ_four] using e
      refine ⟨(27 * K 2 1 1 - K 2 0 0) / 12, (K 2 0 0 - 3 * K 2 1 1) / 3, ?_⟩
      change K 2 = _ • Jz + _ • Jz ^ 3
      rw [J_cube.2.2]
      have hI := Complex.I_sq
      ext i j
      have d := congrFun (congrFun hd i) j
      fin_cases i <;> fin_cases j <;>
        simp [quarterTurn, Jz, Matrix.mul_apply, Fin.sum_univ_four] at d ⊢ <;> grind
    -- the threefold turn carries the couplings to the other components
    have step : ∀ a b, (thirdTurn : Op) * J a * (↑thirdTurn⁻¹ : Op) = J b →
        K a = moment g q a → K b = moment g q b := by
      intro a b h e
      have h1 := hK _ ht a b 1 (Or.inl rfl) (pos h)
      have h2 := moment_isAxialVector g q _ ht a b 1 (Or.inl rfl) (pos h)
      rw [one_smul] at h1 h2
      exact h1.symm.trans (by rw [e]; exact h2)
    have hx := step 2 0 c2 hz
    have hy := step 0 1 c0 hx
    have hKm : K = moment g q := funext fun a => match a with
      | 0 => hx
      | 1 => hy
      | 2 => hz
    refine ⟨(g, q), hKm, ?_⟩
    rintro ⟨g', q'⟩ h'
    have h2 : K = moment g' q' := h'
    have e : moment g' q' 2 = moment g q 2 := congrFun (h2.symm.trans hKm) 2
    change g' • Jz + q' • Jz ^ 3 = g • Jz + q • Jz ^ 3 at e
    rw [J_cube.2.2] at e
    have e0 := congrFun (congrFun e 0) 0
    have e1 := congrFun (congrFun e 1) 1
    simp [Jz] at e0 e1
    have hg : g' = g := by grind
    have hq' : q' = q := by grind
    rw [hg, hq']
  · rintro ⟨p, hp, -⟩
    have hp' : K = moment p.1 p.2 := hp
    rw [hp']
    exact moment_isAxialVector _ _

end

end CubicQuartetZeeman
```

```lean
#print axioms CubicQuartetZeeman.zeeman_covariant
#print axioms CubicQuartetZeeman.zeeman_independent
#print axioms CubicQuartetZeeman.isAxialVector_iff
```

```
'CubicQuartetZeeman.zeeman_covariant' depends on axioms: [propext, Classical.choice, Quot.sound]
'CubicQuartetZeeman.zeeman_independent' depends on axioms: [propext, Classical.choice, Quot.sound]
'CubicQuartetZeeman.isAxialVector_iff' depends on axioms: [propext, Classical.choice, Quot.sound]
```

## Extracting the couplings from computed matrices

In a crystal-field or band-edge calculation restricted to one isolated quartet, irreducible under the point group $O$ or $O_h$, the computed moment matrices can be reduced to $g$ and $q$ by the two formulas in (i), where $\alpha$ and $\beta$ are the first two diagonal entries of $K_2$. An eigensolver returns an arbitrary basis of a degenerate level, so before the formulas are applied the matrices are rotated to a basis in which each cubic rotation, by an angle $\theta$ about a unit axis $n$, acts as $\exp(-i\theta\,n\cdot J)$ with the $J_a$ above. These $J_a$ are an effective spin; the true spin or angular momentum projected onto the quartet need not equal them. The remaining matrix entries then test the symmetry of the computation.
